# Taken counterclockwise around the circle $|z|=r$ in ever smaller equal steps, the overlaps of spin-$n/2$ coherent states multiply to $e^{2\pi i n r^2/(1+r^2)}$

One common way to compute a Berry phase numerically is to replace the closed path by a finite chain of states, multiply the overlaps of neighbours and read off the argument of the product. The file below evaluates this product for spin coherent states on a circle, first exactly for a finite number of steps and then in the limit of many steps. The state with complex label $z$ is normalized and has components proportional to $\sqrt{\binom nk}\,z^k$ for $k=0,\dots,n$. In each overlap the earlier state is the bra; exchanging bra and ket would turn the product into its complex conjugate.

```lean
import Mathlib

open Filter Topology
open Complex (I)
open scoped Real ComplexConjugate

namespace SpinCoherentGeometricPhase

noncomputable section

/-- The bracket of two state vectors of a spin n/2, conjugate-linear in the first one. -/
def braket {n : ℕ} (v w : Fin (n + 1) → ℂ) : ℂ := ∑ k, conj (v k) * w k

/-- The unnormalized spin coherent vector with components `sqrt (choose n k) * z ^ k`. -/
def ket (n : ℕ) (z : ℂ) : Fin (n + 1) → ℂ :=
  fun k => ((Real.sqrt (n.choose k) : ℝ) : ℂ) * z ^ (k : ℕ)

/-- The spin coherent vector divided by its Euclidean norm. -/
def coherent (n : ℕ) (z : ℂ) : Fin (n + 1) → ℂ :=
  fun k => ket n z k / ((Real.sqrt (∑ j, ‖ket n z j‖ ^ 2) : ℝ) : ℂ)

/-- The point reached from `z` after `a` of `N` equal steps of a rotation by the angle `φ`. -/
def arcPoint (z : ℂ) (φ : ℝ) (N a : ℕ) : ℂ :=
  z * Complex.exp (((φ * (a : ℝ) / N : ℝ) : ℂ) * I)

/-- The overlap of two unnormalized coherent vectors is `(1 + conj z * w) ^ n`. -/
theorem braket_ket (n : ℕ) (z w : ℂ) :
    braket (ket n z) (ket n w) = (1 + conj z * w) ^ n := by
  unfold braket
  rw [add_comm (1 : ℂ), add_pow, ← Fin.sum_univ_eq_sum_range
    (fun k => (conj z * w) ^ k * 1 ^ (n - k) * (n.choose k : ℂ)) (n + 1)]
  apply Finset.sum_congr rfl
  intro k _
  have h : ((Real.sqrt (n.choose k) : ℝ) : ℂ) * ((Real.sqrt (n.choose k) : ℝ) : ℂ)
      = (n.choose k : ℂ) := by
    rw [← Complex.ofReal_mul, Real.mul_self_sqrt (Nat.cast_nonneg _)]
    simp
  simp only [ket, map_mul, map_pow, Complex.conj_ofReal, one_pow, mul_one, mul_pow]
  linear_combination (conj z ^ (k : ℕ) * w ^ (k : ℕ)) * h

/-- The overlap of a normalized coherent vector with the one whose label is rotated by `θ`. -/
theorem braket_coherent_rotate (n : ℕ) (z : ℂ) (θ : ℝ) :
    braket (coherent n z) (coherent n (z * Complex.exp (θ * I))) =
      (1 + ((‖z‖ ^ 2 / (1 + ‖z‖ ^ 2) : ℝ) : ℂ) * (Complex.exp (θ * I) - 1)) ^ n := by
  -- the normalization follows from the overlap formula at equal labels
  have hs : ∀ x : ℂ, ∑ j, ‖ket n x j‖ ^ 2 = (1 + ‖x‖ ^ 2) ^ n := by
    intro x
    have h := braket_ket n x x
    simp only [braket, Complex.conj_mul'] at h
    exact_mod_cast h
  have hb : ∀ x y : ℂ, braket (coherent n x) (coherent n y) = braket (ket n x) (ket n y) /
      (((Real.sqrt (∑ j, ‖ket n x j‖ ^ 2) : ℝ) : ℂ) *
        ((Real.sqrt (∑ j, ‖ket n y j‖ ^ 2) : ℝ) : ℂ)) := by
    intro x y
    simp only [braket, coherent, map_div₀, Complex.conj_ofReal, div_mul_div_comm,
      Finset.sum_div]
  have hw : ‖z * Complex.exp (θ * I)‖ = ‖z‖ := by
    rw [norm_mul, Complex.norm_exp_ofReal_mul_I, mul_one]
  have h0 : (1 + (‖z‖ : ℂ) ^ 2) ≠ 0 := by
    exact_mod_cast (by positivity : (1 + ‖z‖ ^ 2 : ℝ) ≠ 0)
  rw [hb, hs z, hs (z * Complex.exp (θ * I)), hw, ← Complex.ofReal_mul,
    Real.mul_self_sqrt (by positivity), braket_ket, ← mul_assoc, Complex.conj_mul']
  push_cast
  rw [← div_pow]
  congr 1
  field_simp
  ring

/-- The exact product of the `N` successive overlaps along an arc of total angle `φ`. -/
theorem prod_braket_arc (n : ℕ) (z : ℂ) (φ : ℝ) (N : ℕ) :
    ∏ a ∈ Finset.range N,
      braket (coherent n (arcPoint z φ N a)) (coherent n (arcPoint z φ N (a + 1))) =
    (1 + ((‖z‖ ^ 2 / (1 + ‖z‖ ^ 2) : ℝ) : ℂ) *
      (Complex.exp (((φ / N : ℝ) : ℂ) * I) - 1)) ^ (n * N) := by
  have hstep : ∀ a : ℕ, arcPoint z φ N (a + 1) =
      arcPoint z φ N a * Complex.exp (((φ / N : ℝ) : ℂ) * I) := by
    intro a
    have h : ((φ * ((a + 1 : ℕ) : ℝ) / N : ℝ) : ℂ) * I =
        ((φ * (a : ℝ) / N : ℝ) : ℂ) * I + ((φ / N : ℝ) : ℂ) * I := by
      push_cast
      ring
    unfold arcPoint
    rw [h, Complex.exp_add, mul_assoc]
  have hnorm : ∀ a : ℕ, ‖arcPoint z φ N a‖ = ‖z‖ := by
    intro a
    unfold arcPoint
    rw [norm_mul, Complex.norm_exp_ofReal_mul_I, mul_one]
  -- every step contributes the same factor
  rw [Finset.prod_congr rfl (fun a _ => by
    rw [hstep a, braket_coherent_rotate, hnorm a]), Finset.prod_const, Finset.card_range,
    ← pow_mul]

/-- Along an arc of total angle `φ` the product of overlaps tends to the phase factor with
phase `n φ |z|² / (1 + |z|²)`. -/
theorem tendsto_arc_phase (n : ℕ) (z : ℂ) (φ : ℝ) :
    Tendsto (fun N : ℕ => ∏ a ∈ Finset.range N,
      braket (coherent n (arcPoint z φ N a)) (coherent n (arcPoint z φ N (a + 1))))
      atTop (𝓝 (Complex.exp (((n * φ * (‖z‖ ^ 2 / (1 + ‖z‖ ^ 2)) : ℝ) : ℂ) * I))) := by
  have hN : Tendsto (fun N : ℕ => ((N : ℝ))⁻¹) atTop (𝓝[≠] 0) := by
    refine tendsto_nhdsWithin_iff.2
      ⟨tendsto_inv_atTop_zero.comp tendsto_natCast_atTop_atTop, ?_⟩
    filter_upwards [eventually_gt_atTop 0] with N h
    have h' : (N : ℝ) ≠ 0 := by exact_mod_cast h.ne'
    exact inv_ne_zero h'
  have h1 : HasDerivAt (fun s : ℝ => ((φ * s : ℝ) : ℂ) * I) (φ * I) 0 := by
    have h := (((hasDerivAt_id (0 : ℝ)).const_mul φ).ofReal_comp).mul_const I
    simpa using h
  -- the difference quotient of the rotation at angle zero, with step 1/N, tends to the derivative
  have h2 : Tendsto (fun N : ℕ => (N : ℂ) * (Complex.exp (((φ / N : ℝ) : ℂ) * I) - 1))
      atTop (𝓝 (φ * I)) := by
    have h := (hasDerivAt_iff_tendsto_slope_zero.1 h1.cexp).comp hN
    convert h using 1
    · funext N
      simp [div_eq_mul_inv]
    · simp
  have h3 : Tendsto (fun N : ℕ => (N : ℂ) * (((‖z‖ ^ 2 / (1 + ‖z‖ ^ 2) : ℝ) : ℂ) *
      (Complex.exp (((φ / N : ℝ) : ℂ) * I) - 1)))
      atTop (𝓝 (((‖z‖ ^ 2 / (1 + ‖z‖ ^ 2) : ℝ) : ℂ) * (φ * I))) :=
    (h2.const_mul _).congr (fun N => by ring)
  refine Tendsto.congr (fun N => (prod_braket_arc n z φ N).symm) ?_
  have h4 := (Complex.tendsto_one_add_pow_exp_of_tendsto h3).pow n
  convert h4 using 1
  · funext N
    rw [← pow_mul, mul_comm N n]
  · rw [← Complex.exp_nat_mul]
    congr 2
    push_cast
    ring

/-- Around the full circle through `z` the product of overlaps of spin n/2 coherent vectors
tends to `exp (2 π i n |z|² / (1 + |z|²))`. -/
theorem tendsto_geometric_phase (n : ℕ) (z : ℂ) :
    Tendsto (fun N : ℕ => ∏ a ∈ Finset.range N,
      braket (coherent n (arcPoint z (2 * π) N a)) (coherent n (arcPoint z (2 * π) N (a + 1))))
      atTop (𝓝 (Complex.exp (2 * π * I * n * (‖z‖ : ℂ) ^ 2 / (1 + (‖z‖ : ℂ) ^ 2)))) := by
  have h := tendsto_arc_phase n z (2 * π)
  have e : ((n * (2 * π) * (‖z‖ ^ 2 / (1 + ‖z‖ ^ 2)) : ℝ) : ℂ) * I =
      2 * π * I * n * (‖z‖ : ℂ) ^ 2 / (1 + (‖z‖ : ℂ) ^ 2) := by
    push_cast
    ring
  rwa [e] at h

/-- For the label `tan (θ/2) exp (i α)` the limiting phase around the circle is n/2 times `2 π (1 -
cos θ)`, the solid angle of the polar cap bounded by the circle at polar angle `θ`. -/
theorem tendsto_half_solid_angle (n : ℕ) (θ α : ℝ) (h0 : 0 ≤ θ) (hπ : θ < π) :
    Tendsto (fun N : ℕ => ∏ a ∈ Finset.range N,
      braket
        (coherent n (arcPoint ((Real.tan (θ / 2) : ℝ) * Complex.exp (α * I)) (2 * π) N a))
        (coherent n (arcPoint ((Real.tan (θ / 2) : ℝ) * Complex.exp (α * I)) (2 * π) N (a + 1))))
      atTop (𝓝 (Complex.exp (((n / 2 * (2 * π * (1 - Real.cos θ)) : ℝ) : ℂ) * I))) := by
  have hc : Real.cos (θ / 2) ≠ 0 :=
    (Real.cos_pos_of_mem_Ioo ⟨by linarith [Real.pi_pos], by linarith⟩).ne'
  have ht := Real.tan_mul_cos hc
  have hd := Real.cos_two_mul (θ / 2)
  rw [show 2 * (θ / 2) = θ by ring] at hd
  -- the weight |z|²/(1+|z|²) is sin²(θ/2)
  have hp : Real.tan (θ / 2) ^ 2 / (1 + Real.tan (θ / 2) ^ 2) = (1 - Real.cos θ) / 2 := by
    rw [div_eq_iff (by positivity), hd]
    linear_combination (Real.tan (θ / 2) * Real.cos (θ / 2) + Real.sin (θ / 2)) * ht
      + Real.sin_sq_add_cos_sq (θ / 2)
  have hz : ‖((Real.tan (θ / 2) : ℝ) : ℂ) * Complex.exp (α * I)‖ ^ 2
      = Real.tan (θ / 2) ^ 2 := by
    rw [norm_mul, Complex.norm_exp_ofReal_mul_I, mul_one, Complex.norm_real,
      Real.norm_eq_abs, sq_abs]
  have h := tendsto_arc_phase n ((Real.tan (θ / 2) : ℝ) * Complex.exp (α * I)) (2 * π)
  rw [hz, hp, show (n : ℝ) * (2 * π) * ((1 - Real.cos θ) / 2) =
    n / 2 * (2 * π * (1 - Real.cos θ)) by ring] at h
  exact h

/-- The product of successive overlaps along a chain of states is unchanged when each state is
multiplied by a phase factor, provided the first and last phase factors agree. -/
theorem prod_braket_gauge_invariant {n : ℕ} (N : ℕ) (v : ℕ → Fin (n + 1) → ℂ) (c : ℕ → ℂ)
    (hc : ∀ a, ‖c a‖ = 1) (hN : c N = c 0) :
    ∏ a ∈ Finset.range N, braket (c a • v a) (c (a + 1) • v (a + 1)) =
      ∏ a ∈ Finset.range N, braket (v a) (v (a + 1)) := by
  have hf : ∀ a, braket (c a • v a) (c (a + 1) • v (a + 1)) =
      conj (c a) * c (a + 1) * braket (v a) (v (a + 1)) := by
    intro a
    simp only [braket, Pi.smul_apply, smul_eq_mul, map_mul, Finset.mul_sum]
    exact Finset.sum_congr rfl (fun k _ => by ring)
  have hne : c 0 ≠ 0 := by
    intro h
    have h' := hc 0
    simp [h] at h'
  -- shifting the index around the closed chain does not change the product of phases
  have hshift : ∏ a ∈ Finset.range N, c (a + 1) = ∏ a ∈ Finset.range N, c a := by
    apply mul_right_cancel₀ hne
    have h1 := Finset.prod_range_succ' c N
    have h2 := Finset.prod_range_succ c N
    rw [← h1, h2, hN]
  have hone : (∏ a ∈ Finset.range N, conj (c a)) * ∏ a ∈ Finset.range N, c a = 1 := by
    rw [← Finset.prod_mul_distrib]
    exact Finset.prod_eq_one (fun a _ => by rw [Complex.conj_mul', hc]; simp)
  rw [Finset.prod_congr rfl (fun a _ => hf a), Finset.prod_mul_distrib,
    Finset.prod_mul_distrib, hshift, hone, one_mul]

end

end SpinCoherentGeometricPhase
```

```lean
#print axioms SpinCoherentGeometricPhase.tendsto_geometric_phase
#print axioms SpinCoherentGeometricPhase.tendsto_half_solid_angle
#print axioms SpinCoherentGeometricPhase.prod_braket_gauge_invariant
```

```
'SpinCoherentGeometricPhase.tendsto_geometric_phase' depends on axioms: [propext, Classical.choice, Quot.sound]
'SpinCoherentGeometricPhase.tendsto_half_solid_angle' depends on axioms: [propext, Classical.choice, Quot.sound]
'SpinCoherentGeometricPhase.prod_braket_gauge_invariant' depends on axioms: [propext, Classical.choice, Quot.sound]
```

## States on a circle of constant latitude

A state of a spin $n/2$ is a vector with components $k=0,\dots,n$, the type `Fin (n + 1) → ℂ`. One may read $k$ as the number of lowering steps from the top state, so that $m=n/2-k$; the file itself contains no spin operators. The bracket `braket` is conjugate-linear in its first slot. The vector `ket n z` has components $\sqrt{\binom nk}\,z^k$, and `coherent n z`, written $u(z)$ here, is that vector divided by its Euclidean norm.

The path is given by `arcPoint z φ N a`, which is $z_a=z\,e^{i\varphi a/N}$: the label $z$ after $a$ of $N$ equal steps of a rotation by the total angle $\varphi$. For $\varphi=2\pi$ and $N\ge1$ the chain closes, since $z_N=z_0$. The main theorem, `tendsto_geometric_phase`, says that
$$\prod_{a=0}^{N-1}\langle u(z_a),u(z_{a+1})\rangle\;\longrightarrow\;\exp\!\left(\frac{2\pi i\,n|z|^2}{1+|z|^2}\right)\qquad(N\to\infty)$$
for every natural number $n$ and every complex $z$.

The sign depends on convention. If the Berry phase is defined as $i\oint\langle u,du\rangle$, it is, modulo $2\pi$, minus the argument of the limit of this product. No Hamiltonian or adiabatic evolution enters; the statement concerns the geometry of the states alone.

## From the binomial theorem to one step

For two labels $z$ and $w$ the square roots combine, and the binomial theorem gives
$$\sum_{k=0}^n\binom nk(\bar z w)^k=(1+\bar z w)^n .$$
This is `braket_ket`, proved by expanding the right side with `add_pow` and comparing the sums term by term.

Setting $w=z$ gives the squared norm $(1+|z|^2)^n$. A rotated label $ze^{i\theta}$ has the same modulus, hence the same norm, so with $p=|z|^2/(1+|z|^2)$
$$\langle u(z),u(ze^{i\theta})\rangle=\left(\frac{1+|z|^2e^{i\theta}}{1+|z|^2}\right)^n=\bigl(1+p(e^{i\theta}-1)\bigr)^n .$$
In `braket_coherent_rotate`, `hs` supplies the norm, `hb` takes both norms out of the bracket, and `field_simp` with `ring` finishes the algebra.

## The exact product and its limit

Each step along the arc rotates the label by $\varphi/N$ and leaves its modulus unchanged (`hstep` and `hnorm` in `prod_braket_arc`). All $N$ factors are therefore equal, and their product is
$$\bigl(1+p(e^{i\varphi/N}-1)\bigr)^{nN}.$$

The derivative of $e^{i\varphi s}$ at $s=0$ is $i\varphi$. Sampling the difference quotient at $s=1/N$ gives $N(e^{i\varphi/N}-1)\to i\varphi$, which is `h2` in `tendsto_arc_phase`. Multiplying by $p$ gives `h3`. The compound-interest limit, that $(1+x_N)^N\to e^x$ whenever $Nx_N\to x$, then yields
$$\bigl(1+p(e^{i\varphi/N}-1)\bigr)^N\to e^{i\varphi p},$$
and the $n$-th power tends to $e^{in\varphi p}$. Setting $\varphi=2\pi$ proves the main theorem.

## Half the solid angle for a spin one-half

Write the label as $z=\tan(\theta/2)\,e^{i\alpha}$ with $0\le\theta<\pi$, where $\theta$ is now the polar angle on the sphere of spin directions. Then
$$p=\frac{\tan^2(\theta/2)}{1+\tan^2(\theta/2)}=\sin^2(\theta/2)=\frac{1-\cos\theta}2 ,$$
so the limiting phase is $2\pi np=\frac n2\,\Omega$ with $\Omega=2\pi(1-\cos\theta)$. This is `tendsto_half_solid_angle`, with the trigonometry in `hp`. The file uses the expression for $\Omega$; that it is the area of the polar cap is ordinary geometry, not derived there. Only circles of latitude are treated, not general loops on the sphere.

The smallest nontrivial spin shows the convergence in closed form. For $n=1$ and $|z|=1$, the equator, $p=\tfrac12$ and the product around the circle is
$$\left(\frac{1+e^{2\pi i/N}}2\right)^N=-\cos^N(\pi/N)\qquad(N\ge1).$$
At $N=2$ the neighbours are orthogonal and the product vanishes, so it has no phase to read off. From $N=3$ on, the argument is exactly $\pi$, and only the modulus still has to approach $1$.

## Why the phases of the individual states do not matter

A numerical diagonalization returns each state with an arbitrary phase factor. Replace $v_a$ by $c_av_a$ with $|c_a|=1$. Each overlap gains the factor $\bar c_ac_{a+1}=c_{a+1}/c_a$, and the product of these factors telescopes to $c_N/c_0$, which is $1$ if $c_N=c_0$. This is `prod_braket_gauge_invariant`, which holds for any chain of vectors. The Lean proof separates the factors with `hf`, shifts the index with `hshift`, and pairs each phase with its conjugate in `hone`.

The condition $c_N=c_0$ is needed. Take $N=1$, $v_0=v_1$ a unit vector, $c_0=1$ and $c_1=-1$: the product changes from $1$ to $-1$. In a closed loop the condition means that the last state is the stored first state, not a second diagonalization at the same point. On an open arc the two end states can be rephased independently, so the phase $n\varphi p$ found there belongs to the chosen form of $u(z)$.

In electronic structure, the same kind of product, formed from the overlaps of the cell-periodic parts of the Bloch states, is used for the Berry phase of a single isolated band around a closed loop of wave vectors (the full Bloch states are orthogonal at any two wave vectors that are not equivalent modulo the reciprocal lattice); for several bands treated together, determinants of overlap matrices take the place of the single overlaps. The closed form here, for a single spin on a circle of latitude, gives a routine that multiplies single overlaps a test case with a known answer at every finite $N\ge1$.
